# Richardson–Dushman emission from free electrons with Boltzmann occupation

To extract a work function from thermionic emission data, one divides each saturation current density $J$ by $T^2$, plots $\log(J/T^2)$ against $1/T$, and multiplies the slope by $-k$. For a free-electron emitter with Boltzmann occupation, in which every electron whose momentum along the outward surface normal exceeds a threshold escapes, this rests on

$$J = A T^2 e^{-W/(kT)}, \qquad A = \frac{4\pi m e k^2}{h^3},$$

where $T$ is the temperature, $W$ the work function, $m$ the electron mass, $k$ the Boltzmann constant, $h$ the Planck constant and $e$ the elementary charge. If $W$ itself varies linearly with temperature, the slope gives its value extrapolated to $T=0$, and the temperature coefficient moves into the prefactor.

```lean
import Mathlib

open MeasureTheory Set Filter

namespace RichardsonDushman

noncomputable section
```

## The emitter and its escaping electrons

The four constants are real numbers in a fixed system of units. Their positivity is part of the data of an `Emitter`.

```lean
/-- The constants of a thermionic emitter: electron mass `m`, Boltzmann constant `k`,
Planck constant `h` and elementary charge `e`, all positive. -/
structure Emitter where
  m : ℝ
  k : ℝ
  h : ℝ
  e : ℝ
  m_pos : 0 < m
  k_pos : 0 < k
  h_pos : 0 < h
  e_pos : 0 < e
```

Let $x$ be the outward surface normal. An electron inside the metal has momentum $p=(p_x,p_y,p_z)$, represented by a point of `ℝ × ℝ × ℝ`: `p.1` is $p_x$, `p.2.1` is $p_y$ and `p.2.2` is $p_z$. Its energy, measured from the band bottom, is

$$E(p)=\frac{p_x^2+p_y^2+p_z^2}{2m}.$$

```lean
/-- Kinetic energy of a free electron with momentum `(px, py, pz)`. -/
def Emitter.kineticEnergy (S : Emitter) (p : ℝ × ℝ × ℝ) : ℝ :=
  (p.1 ^ 2 + p.2.1 ^ 2 + p.2.2 ^ 2) / (2 * S.m)
```

Each phase-space cell of volume $h^3$ holds two spin states. With chemical potential $\mu$, written `mu` in the code, multiplying the density of occupied states by the charge $e$ and the normal velocity $p_x/m$ gives

$$j(p)=\frac{2e}{h^3}\,\frac{p_x}{m}\,e^{-(E(p)-\mu)/(kT)}.$$

The exponential is the Boltzmann tail of the Fermi–Dirac distribution, a good approximation for the escaping electrons when $W\gg kT$. This occupation is built into the definition, not derived from Fermi–Dirac statistics. Since $e>0$, the result is the magnitude of the electron current.

```lean
/-- Charge flux along `x` per unit momentum volume, with two spin states per cell `h ^ 3`
and Boltzmann occupation at temperature `T` and chemical potential `mu`. -/
def Emitter.fluxDensity (S : Emitter) (T mu : ℝ) (p : ℝ × ℝ × ℝ) : ℝ :=
  2 * S.e / S.h ^ 3 * (p.1 / S.m) * Real.exp (-(S.kineticEnergy p - mu) / (S.k * T))
```

An electron escapes if its normal momentum exceeds a threshold $p_0$, whatever its transverse momentum:

$$J=\int_{p_x>p_0} j(p)\,dp_x\,dp_y\,dp_z.$$

This is a single Lebesgue integral over a half-space. Transmission is one above the threshold and zero below it, so quantum reflection and tunnelling are absent, as are space charge and field lowering of the barrier.

```lean
/-- Emission current density: the flux of all electrons whose normal momentum exceeds `p0`. -/
def Emitter.current (S : Emitter) (T mu p0 : ℝ) : ℝ :=
  ∫ p in {p : ℝ × ℝ × ℝ | p0 < p.1}, S.fluxDensity T mu p
```

The barrier height above the band bottom is $p_0^2/(2m)$. Measured from the chemical potential, it is the work function

$$W=\frac{p_0^2}{2m}-\mu.$$

```lean
/-- Work function: the barrier energy `p0 ^ 2 / (2 m)` measured from the chemical potential. -/
def Emitter.workFunction (S : Emitter) (mu p0 : ℝ) : ℝ := p0 ^ 2 / (2 * S.m) - mu
```

The remaining constants will collect into the Richardson constant $A$.

```lean
/-- The Richardson constant `A = 4 π m e k ^ 2 / h ^ 3`. -/
def Emitter.richardsonConstant (S : Emitter) : ℝ :=
  4 * Real.pi * S.m * S.e * S.k ^ 2 / S.h ^ 3
```

It is positive because all its factors are, which later allows its logarithm to be separated from the rest.

```lean
/-- The Richardson constant is positive. -/
theorem richardsonConstant_pos (S : Emitter) : 0 < S.richardsonConstant := by
  have hm := S.m_pos
  have hk := S.k_pos
  have hh := S.h_pos
  have he := S.e_pos
  unfold Emitter.richardsonConstant
  positivity
```

## The integral over normal momentum

Write $\theta=kT$, and let $x$ in this section denote the normal momentum $p_x$. Differentiation gives

$$\frac{d}{dx}\left[-\theta e^{-x^2/(2m\theta)}\right]=\frac{x}{m}e^{-x^2/(2m\theta)}.$$

The bracket tends to zero as $x\to\infty$, so

$$\int_{p_0}^{\infty}\frac{x}{m}e^{-x^2/(2m\theta)}\,dx=\theta e^{-p_0^2/(2m\theta)}.$$

In the proof, `hd` is the derivative, `hi` the integrability of the integrand and `hl` the limit at infinity. The fundamental theorem of calculus on a half-line joins them. No sign is required of $p_0$.

```lean
/-- Normal velocity times the Boltzmann factor, integrated over normal momenta above `p0`,
gives the thermal energy `θ` times the Boltzmann factor of the threshold. -/
theorem normal_flux {m θ : ℝ} (hm : 0 < m) (hθ : 0 < θ) (p0 : ℝ) :
    ∫ x in Ioi p0, x / m * Real.exp (-(x ^ 2 / (2 * m)) / θ)
      = θ * Real.exp (-(p0 ^ 2 / (2 * m)) / θ) := by
  have hb : 0 < 1 / (2 * m * θ) := by positivity
  -- an explicit antiderivative
  have hd : ∀ x ∈ Ici p0, HasDerivAt (fun y : ℝ => -θ * Real.exp (-(y ^ 2 / (2 * m)) / θ))
      (x / m * Real.exp (-(x ^ 2 / (2 * m)) / θ)) x := by
    intro x _
    have h1 : HasDerivAt (fun y : ℝ => -(y ^ 2 / (2 * m)) / θ) (-(2 * x / (2 * m)) / θ) x :=
      (((hasDerivAt_pow 2 x).div_const (2 * m)).fun_neg.div_const θ).congr_deriv (by norm_num)
    exact (h1.exp.const_mul (-θ)).congr_deriv (by field_simp)
  have hi : Integrable (fun x : ℝ => x / m * Real.exp (-(x ^ 2 / (2 * m)) / θ)) := by
    have heq : (fun x : ℝ => x / m * Real.exp (-(x ^ 2 / (2 * m)) / θ))
        = fun x : ℝ => 1 / m * (x * Real.exp (-(1 / (2 * m * θ)) * x ^ 2)) := by
      funext x
      rw [show -(x ^ 2 / (2 * m)) / θ = -(1 / (2 * m * θ)) * x ^ 2 by ring]
      ring
    rw [heq]
    exact (integrable_mul_exp_neg_mul_sq hb).const_mul (1 / m)
  -- the antiderivative vanishes at infinite momentum
  have hl : Tendsto (fun y : ℝ => -θ * Real.exp (-(y ^ 2 / (2 * m)) / θ)) atTop (nhds 0) := by
    have h0 := (Real.tendsto_exp_neg_atTop_nhds_zero.comp
      ((tendsto_pow_atTop (α := ℝ) two_ne_zero).const_mul_atTop hb)).const_mul (-θ)
    rw [mul_zero] at h0
    refine h0.congr fun x => ?_
    show -θ * Real.exp (-(1 / (2 * m * θ) * x ^ 2)) = _
    rw [show -(x ^ 2 / (2 * m)) / θ = -(1 / (2 * m * θ) * x ^ 2) by ring]
  rw [integral_Ioi_of_hasDerivAt_of_tendsto' hd hi.integrableOn hl]
  ring
```

## The integral over transverse momenta

The transverse Boltzmann factor is a product of two identical Gaussians:

$$\int_{\mathbb R^2}e^{-(p_y^2+p_z^2)/(2m\theta)}\,dp_y\,dp_z=\left(\sqrt{2\pi m\theta}\right)^2=2\pi m\theta.$$

The `calc` chain follows the same order: it splits the exponential, separates the double integral and evaluates the Gaussians.

```lean
/-- The Boltzmann factor integrated over both transverse momenta gives `2 π m θ`,
where `θ` is the thermal energy. -/
theorem transverse_integral {m θ : ℝ} (hm : 0 < m) (hθ : 0 < θ) :
    ∫ q : ℝ × ℝ, Real.exp (-((q.1 ^ 2 + q.2 ^ 2) / (2 * m)) / θ) = 2 * Real.pi * m * θ := by
  calc ∫ q : ℝ × ℝ, Real.exp (-((q.1 ^ 2 + q.2 ^ 2) / (2 * m)) / θ)
      = ∫ q : ℝ × ℝ, Real.exp (-(1 / (2 * m * θ)) * q.1 ^ 2)
          * Real.exp (-(1 / (2 * m * θ)) * q.2 ^ 2) := by
        refine integral_congr_ae (Eventually.of_forall fun q => ?_)
        simp only [← Real.exp_add]
        congr 1
        ring
    _ = (∫ y : ℝ, Real.exp (-(1 / (2 * m * θ)) * y ^ 2))
          * ∫ y : ℝ, Real.exp (-(1 / (2 * m * θ)) * y ^ 2) :=
        integral_prod_mul (μ := (volume : Measure ℝ)) (ν := (volume : Measure ℝ))
          (fun y : ℝ => Real.exp (-(1 / (2 * m * θ)) * y ^ 2))
          (fun y : ℝ => Real.exp (-(1 / (2 * m * θ)) * y ^ 2))
    _ = 2 * Real.pi * m * θ := by
        rw [integral_gaussian, Real.mul_self_sqrt (by positivity), div_div_eq_mul_div, div_one]
        ring
```

## Assembling the current

The energy is a sum over directions, so the flux density factorises:

$$j(p)=\frac{2e}{h^3}e^{\mu/\theta}\left[\frac{p_x}{m}e^{-p_x^2/(2m\theta)}\right]e^{-(p_y^2+p_z^2)/(2m\theta)}.$$

The half-space is the product of $(p_0,\infty)$ with the whole transverse plane, so the integral factorises too:

$$J=\frac{2e}{h^3}e^{\mu/\theta}\;\theta e^{-p_0^2/(2m\theta)}\;2\pi m\theta
=\frac{4\pi m e}{h^3}\theta^2e^{-(p_0^2/(2m)-\mu)/\theta}.$$

Putting back $\theta=kT$ gives $J=AT^2e^{-W/(kT)}$.

The theorem states this equality for every $T>0$ and all real $\mu$ and $p_0$. Emission corresponds to $p_0\ge0$; for negative $p_0$ the integral also counts electrons moving away from the surface, with negative sign. In the proof, `hset` identifies the product region, `hsep` separates the integrand, `hprod` supplies the two integrals, and `hW` recombines the threshold and chemical-potential exponentials.

```lean
/-- **Richardson-Dushman equation**: the emission current density is
`A T ^ 2 exp (-W / (k T))`, with `W` the work function and `A` the Richardson constant. -/
theorem richardson_dushman (S : Emitter) {T : ℝ} (hT : 0 < T) (mu p0 : ℝ) :
    S.current T mu p0
      = S.richardsonConstant * T ^ 2 * Real.exp (-S.workFunction mu p0 / (S.k * T)) := by
  have hθ : 0 < S.k * T := mul_pos S.k_pos hT
  have hset : {p : ℝ × ℝ × ℝ | p0 < p.1} = Ioi p0 ×ˢ (univ : Set (ℝ × ℝ)) := by
    ext p
    simp
  -- the integrand separates into a normal and a transverse factor
  have hsep : ∀ p : ℝ × ℝ × ℝ, S.fluxDensity T mu p
      = 2 * S.e / S.h ^ 3 * Real.exp (mu / (S.k * T))
        * ((p.1 / S.m * Real.exp (-(p.1 ^ 2 / (2 * S.m)) / (S.k * T)))
          * Real.exp (-((p.2.1 ^ 2 + p.2.2 ^ 2) / (2 * S.m)) / (S.k * T))) := by
    intro p
    have hx : Real.exp (-(S.kineticEnergy p - mu) / (S.k * T))
        = Real.exp (mu / (S.k * T)) * Real.exp (-(p.1 ^ 2 / (2 * S.m)) / (S.k * T))
          * Real.exp (-((p.2.1 ^ 2 + p.2.2 ^ 2) / (2 * S.m)) / (S.k * T)) := by
      rw [← Real.exp_add, ← Real.exp_add, Emitter.kineticEnergy]
      congr 1
      ring
    rw [Emitter.fluxDensity, hx]
    ring
  have hprod := setIntegral_prod_mul (μ := (volume : Measure ℝ))
    (ν := (volume : Measure (ℝ × ℝ)))
    (fun x : ℝ => x / S.m * Real.exp (-(x ^ 2 / (2 * S.m)) / (S.k * T)))
    (fun q : ℝ × ℝ => Real.exp (-((q.1 ^ 2 + q.2 ^ 2) / (2 * S.m)) / (S.k * T)))
    (Ioi p0) univ
  rw [setIntegral_univ, normal_flux S.m_pos hθ, transverse_integral S.m_pos hθ] at hprod
  -- the threshold factor and the chemical potential combine into the work function
  have hW : Real.exp (-S.workFunction mu p0 / (S.k * T))
      = Real.exp (mu / (S.k * T)) * Real.exp (-(p0 ^ 2 / (2 * S.m)) / (S.k * T)) := by
    rw [← Real.exp_add, Emitter.workFunction]
    congr 1
    ring
  rw [Emitter.current, hset, integral_congr_ae (Eventually.of_forall hsep),
    integral_const_mul]
  refine (congrArg (fun z => 2 * S.e / S.h ^ 3 * Real.exp (mu / (S.k * T)) * z) hprod).trans ?_
  rw [hW, Emitter.richardsonConstant]
  ring
```

The integral is also a genuine convergent one. Lean assigns the value zero to the integral of a non-integrable function, whereas the formula just obtained is strictly positive, so the flux density must be integrable on the half-space.

```lean
/-- The flux density is integrable over the half-space of escaping electrons. -/
theorem flux_integrable (S : Emitter) {T : ℝ} (hT : 0 < T) (mu p0 : ℝ) :
    IntegrableOn (S.fluxDensity T mu) {p : ℝ × ℝ × ℝ | p0 < p.1} := by
  by_contra hn
  have h0 : S.current T mu p0 = 0 := integral_undef hn
  have hA := richardsonConstant_pos S
  have hJ : 0 < S.current T mu p0 := by
    rw [richardson_dushman S hT]
    positivity
  exact hJ.ne' h0
```

## A work function linear in temperature

Thermal expansion and shifts of the chemical potential or surface dipole can make $W$ depend on temperature. Suppose that $W=W_0+\alpha T$, with $W_0$ and $\alpha$ constant over the range of interest. Then

$$e^{-(W_0+\alpha T)/(kT)}=e^{-\alpha/k}e^{-W_0/(kT)},$$

and therefore

$$J=A e^{-\alpha/k}\,T^2e^{-W_0/(kT)}.$$

The apparent prefactor is $Ae^{-\alpha/k}$, smaller than $A$ when $\alpha>0$. The linear law enters as the hypothesis `hW`; it is not derived from a model of the surface. The theorem needs it only at the temperature considered.

```lean
/-- If the work function at temperature `T` is `W0 + α T`, the prefactor of
`T ^ 2 exp (-W0 / (k T))` in the current is `A exp (-α / k)`. -/
theorem apparent_prefactor (S : Emitter) {T mu p0 W0 α : ℝ} (hT : 0 < T)
    (hW : S.workFunction mu p0 = W0 + α * T) :
    S.current T mu p0 = S.richardsonConstant * Real.exp (-α / S.k) * T ^ 2
      * Real.exp (-W0 / (S.k * T)) := by
  have hk := S.k_pos.ne'
  have hT' := hT.ne'
  have hx : Real.exp (-(W0 + α * T) / (S.k * T))
      = Real.exp (-α / S.k) * Real.exp (-W0 / (S.k * T)) := by
    rw [← Real.exp_add]
    congr 1
    field_simp
    ring
  rw [richardson_dushman S hT, hW, hx]
  ring
```

Dividing by $T^2$ and taking logarithms gives

$$\log\frac{J}{T^2}=\log A-\frac{\alpha}{k}-\frac{W_0}{kT}.$$

With the same $W_0$ and $\alpha$ at each temperature, this is a straight line in $1/T$ with slope $-W_0/k$ and intercept $\log A-\alpha/k$. The proof divides the previous formula by $T^2$ and splits the logarithm of the product, all of whose factors are nonzero.

```lean
/-- Richardson plot: for a work function `W0 + α T`, the logarithm of `J / T ^ 2` is
`log A - α / k - W0 / (k T)`. -/
theorem richardson_plot (S : Emitter) {T mu p0 W0 α : ℝ} (hT : 0 < T)
    (hW : S.workFunction mu p0 = W0 + α * T) :
    Real.log (S.current T mu p0 / T ^ 2)
      = Real.log S.richardsonConstant - α / S.k - W0 / (S.k * T) := by
  have hA := (richardsonConstant_pos S).ne'
  have hJ : S.current T mu p0 / T ^ 2
      = S.richardsonConstant * Real.exp (-α / S.k) * Real.exp (-W0 / (S.k * T)) := by
    rw [div_eq_iff (pow_ne_zero 2 hT.ne'), apparent_prefactor S hT hW]
    ring
  rw [hJ, Real.log_mul (mul_ne_zero hA (Real.exp_ne_zero _)) (Real.exp_ne_zero _),
    Real.log_mul hA (Real.exp_ne_zero _), Real.log_exp, Real.log_exp]
  ring
```

## The extrapolated work function $W_0$ from two currents

Let $J_1$ and $J_2$ be the currents at distinct positive temperatures $T_1$ and $T_2$. Subtracting the two logarithmic equations removes both $A$ and $\alpha$:

$$\log\frac{J_1}{T_1^2}-\log\frac{J_2}{T_2^2}
=\frac{W_0}{k}\left(\frac1{T_2}-\frac1{T_1}\right).$$

Hence

$$W_0=\frac{k\left[\log(J_1/T_1^2)-\log(J_2/T_2^2)\right]}{1/T_2-1/T_1}.$$

The formal statement allows a separate chemical potential and threshold at each temperature, `mu₁`, `p₁` and `mu₂`, `p₂`, provided that both work functions lie on the same line $W_0+\alpha T$. The condition `hne` makes the denominator nonzero, and the last tactic step carries out the subtraction.

```lean
/-- Currents measured at two different temperatures determine `W0` when the work function
follows `W0 + α T` at both. -/
theorem work_function_from_two_temperatures (S : Emitter) {T₁ T₂ mu₁ mu₂ p₁ p₂ W0 α : ℝ}
    (h₁ : 0 < T₁) (h₂ : 0 < T₂) (hne : T₁ ≠ T₂)
    (hW₁ : S.workFunction mu₁ p₁ = W0 + α * T₁)
    (hW₂ : S.workFunction mu₂ p₂ = W0 + α * T₂) :
    W0 = S.k * (Real.log (S.current T₁ mu₁ p₁ / T₁ ^ 2)
      - Real.log (S.current T₂ mu₂ p₂ / T₂ ^ 2)) / (1 / T₂ - 1 / T₁) := by
  have hk := S.k_pos.ne'
  have hd : 1 / T₂ - 1 / T₁ ≠ 0 :=
    sub_ne_zero.mpr fun h => hne (by simpa using h.symm)
  have e₁ : S.k * (W0 / (S.k * T₁)) = W0 * (1 / T₁) := by field_simp
  have e₂ : S.k * (W0 / (S.k * T₂)) = W0 * (1 / T₂) := by field_simp
  rw [richardson_plot S h₁ hW₁, richardson_plot S h₂ hW₂, eq_div_iff hd]
  linear_combination e₁ - e₂

end

end RichardsonDushman
```

For comparison with an electronic-structure calculation, this means that, within the present free-electron model and its linear law, the slope supplies $W_0$, which equals the work function at the measurement temperature only when $\alpha=0$.

## An emitter with $W_0=4$ eV

Take $\alpha=k$, and choose the temperatures so that $kT_1=0.1$ eV and $kT_2=0.2$ eV. The work functions at these temperatures are $4.1$ eV and $4.2$ eV, and the apparent prefactor is $A/\exp(1)\approx0.37A$. The plotted values are

$$\log\frac{J_1}{T_1^2}=\log A-1-40,\qquad
\log\frac{J_2}{T_2^2}=\log A-1-20.$$

Their difference is $-20$, while $1/(kT_2)-1/(kT_1)=5-10=-5$ eV$^{-1}$. The quotient is $W_0=4$ eV, lower than the work function at either temperature. A single current gives the other quantity if $A$ is known: $-kT_1\log\bigl(J_1/(AT_1^2)\bigr)=0.1\times41=4.1$ eV, which is $W$ at $T_1$.

```lean
#print axioms RichardsonDushman.richardson_dushman
-- 'RichardsonDushman.richardson_dushman' depends on axioms: [propext, Classical.choice, Quot.sound]
#print axioms RichardsonDushman.flux_integrable
-- 'RichardsonDushman.flux_integrable' depends on axioms: [propext, Classical.choice, Quot.sound]
#print axioms RichardsonDushman.work_function_from_two_temperatures
-- 'RichardsonDushman.work_function_from_two_temperatures' depends on axioms: [propext, Classical.choice, Quot.sound]
```
